# Monotone heat-bath updates: when the all-up and all-down Ising starts merge, every start has merged

Take two Ising spins $\sigma_1,\sigma_2=\pm1$ with energy $-J\sigma_1\sigma_2$ in units of the temperature, where $J>0$, and no external field. A heat-bath update of spin 1 draws a number $u$ uniformly from $(0,1)$ and sets the spin up exactly when $u$ is below a probability that depends on spin 2: $p_+=1/(1+e^{-2J})$ if spin 2 is up, $p_-=1/(1+e^{2J})$ if it is down. Here $p_-<p_+$.

Run two copies with the same $u$, one started all up and one all down. If $u<p_-$, spin 1 goes up in both copies; if $u\ge p_+$, it goes down in both. In between, it is up in the upper copy and down in the lower one. The upper copy never falls below the lower. Once spin 1 agrees, an update of spin 2 sees the same neighbour in both copies, and they merge. For $J<0$ we would have $p_+<p_-$, and a $u$ between them would set spin 1 down in the upper copy and up in the lower.

With more spins, the same ordering traps every other start between the two extreme ones. For a finite classical Ising model with non-negative couplings, a simulation can therefore detect that all starts have merged by following only two of them.

## The model

The sites form a finite type `ι`. The couplings $J_{ij}$ and site fields $B_i$ are real numbers with the temperature absorbed into them. Conditions on $J$ appear only in the theorems that need them.

```lean
import Mathlib

open Function

namespace CouplingFromThePast

noncomputable section

variable {ι : Type*} [Fintype ι] [DecidableEq ι]
variable (J : ι → ι → ℝ) (B : ι → ℝ)
```

A configuration is a function `s : ι → Bool`, with `true` for up. Its numerical spins are $\sigma_j=\pm1$.

```lean
/-- The spin value: `+1` for up (`true`) and `-1` for down (`false`). -/
def spin (b : Bool) : ℝ := if b then 1 else -1
```

The local field at site $i$ is $h_i(s)=B_i+\sum_j J_{ij}\sigma_j$.

```lean
/-- The field felt by site `i`: the external field plus the coupling to all spins. -/
def localField (s : ι → Bool) (i : ι) : ℝ := B i + ∑ j, J i j * spin (s j)
```

The energy, in units of the temperature, is
$$E(s)=-\tfrac12\sum_{a,b}J_{ab}\sigma_b\sigma_a-\sum_a B_a\sigma_a .$$
The factor $\tfrac12$ makes each pair count once when $J$ is symmetric.

```lean
/-- The Ising energy in units of the temperature. -/
def energy (s : ι → Bool) : ℝ :=
  -(1 / 2) * ∑ a, (∑ b, J a b * spin (s b)) * spin (s a) - ∑ a, B a * spin (s a)
```

The probability of setting site $i$ up is $p_i(s)=1/(1+e^{-2h_i(s)})$.

```lean
/-- The heat-bath probability that site `i` is set up. -/
def upProb (s : ι → Bool) (i : ι) : ℝ := 1 / (1 + Real.exp (-2 * localField J B s i))
```

An update is a pair $m=(i,u)$, with components `m.1` and `m.2`. It replaces the spin at $i$ by up if $u<p_i(s)$ and by down otherwise, leaving the other spins alone. The number $u$ is an ordinary real argument, so the map is deterministic, and using one $u$ for several configurations means applying one map to all of them.

```lean
/-- One update `m = (i, u)`: site `i` is set up exactly when `u` is below the
heat-bath probability. -/
def heatBath (m : ι × ℝ) (s : ι → Bool) : ι → Bool :=
  update s m.1 (decide (m.2 < upProb J B s m.1))
```

A list of updates acts from left to right, so its first entry is the earliest in time.

```lean
/-- The configuration reached from `s` by a list of updates, the first entry acting first. -/
def run (L : List (ι × ℝ)) (s : ι → Bool) : ι → Bool :=
  L.foldl (fun t m => heatBath J B m t) s
```

## The update probability is the Boltzmann one

Write $s^+$ and $s^-$ for $s$ with spin $i$ set up or down, and $\sigma^\pm$ for their spins. Only the term at $i$ differs between them, so for any weights $g_k$
$$\sum_k g_k\sigma_k^+=\sum_k g_k\sigma_k^-+2g_i .$$
The proof compares the sums term by term, treating $k=i$ and $k\ne i$ separately.

```lean
/-- Turning spin `i` from down to up raises a weighted sum of spins by twice the weight
of site `i`. -/
theorem sum_flip (s : ι → Bool) (i : ι) (g : ι → ℝ) :
    ∑ k, g k * spin (update s i true k) = ∑ k, g k * spin (update s i false k) + 2 * g i := by
  have e : ∀ k, g k * spin (update s i true k)
      = g k * spin (update s i false k) + (if k = i then 2 * g i else 0) := by
    intro k
    by_cases hk : k = i
    · rw [hk, update_self, update_self, if_pos rfl]
      norm_num [spin]
      ring
    · rw [update_of_ne hk, update_of_ne hk, if_neg hk, add_zero]
  rw [Finset.sum_congr rfl fun k _ => e k, Finset.sum_add_distrib]
  simp
```

Now let $J$ be symmetric with zero diagonal, and put $c_a^\pm=\sum_b J_{ab}\sigma_b^\pm$. The flip identity gives $c_a^+=c_a^-+2J_{ai}$ (`inner`). Applying it again to the outer sum,
$$\sum_a c_a^+\sigma_a^+=\sum_a c_a^+\sigma_a^-+2c_i^+
=\sum_a c_a^-\sigma_a^-+2\sum_a J_{ai}\sigma_a^-+2c_i^-+4J_{ii}.$$
By symmetry the middle sum is $c_i^-$ (`cross`), and $J_{ii}=0$, so the pair sum grows by $4c_i^-$ (`outer`). The field sum grows by $2B_i$. Hence
$$E(s^-)-E(s^+)=2c_i^-+2B_i=2h_i(s^-)=2h_i(s).$$
The last equality (`loc`) holds because, without self-coupling, $h_i$ does not depend on the spin at $i$.

```lean
/-- For symmetric couplings without self-coupling, turning spin `i` from up to down costs
twice the local field. -/
theorem energy_flip (hsym : ∀ i j, J i j = J j i) (h0 : ∀ i, J i i = 0)
    (s : ι → Bool) (i : ι) :
    energy J B (update s i false) - energy J B (update s i true) = 2 * localField J B s i := by
  have inner : ∀ a, ∑ b, J a b * spin (update s i true b)
      = ∑ b, J a b * spin (update s i false b) + 2 * J a i := fun a => sum_flip s i (J a)
  have cross : ∑ a, J a i * spin (update s i false a)
      = ∑ a, J i a * spin (update s i false a) :=
    Finset.sum_congr rfl fun a _ => by rw [hsym a i]
  -- the pair energy changes through both of its indices
  have outer : ∑ a, (∑ b, J a b * spin (update s i true b)) * spin (update s i true a)
      = ∑ a, (∑ b, J a b * spin (update s i false b)) * spin (update s i false a)
        + 4 * ∑ b, J i b * spin (update s i false b) := by
    refine (sum_flip s i (fun a => ∑ b, J a b * spin (update s i true b))).trans ?_
    simp only [inner, add_mul, Finset.sum_add_distrib, h0, mul_assoc, ← Finset.mul_sum, cross]
    ring
  -- the local field does not depend on the spin at `i` itself
  have loc : localField J B s i = localField J B (update s i false) i := by
    cases hsi : s i
    · have e : update s i false = s := by
        rw [← hsi]
        exact update_eq_self i s
      rw [e]
    · have e : update s i true = s := by
        rw [← hsi]
        exact update_eq_self i s
      have h1 := inner i
      rw [e, h0] at h1
      unfold localField
      linarith
  rw [loc]
  unfold energy localField
  rw [outer, sum_flip s i B]
  ring
```

It follows that $e^{-E(s^-)}=e^{-E(s^+)}e^{-2h_i(s)}$, and therefore
$$\frac{e^{-E(s^+)}}{e^{-E(s^+)}+e^{-E(s^-)}}=\frac{1}{1+e^{-2h_i(s)}}=p_i(s).$$
This is the conditional probability of spin $i$ being up given the others. In the proof, `hx` is the relation between the two exponentials, and the rest is clearing denominators.

```lean
/-- For symmetric couplings without self-coupling, the heat-bath probability is the
Boltzmann probability of spin `i` being up, given all
other spins. -/
theorem upProb_eq_boltzmann (hsym : ∀ i j, J i j = J j i) (h0 : ∀ i, J i i = 0)
    (s : ι → Bool) (i : ι) :
    upProb J B s i = Real.exp (-energy J B (update s i true)) /
      (Real.exp (-energy J B (update s i true)) + Real.exp (-energy J B (update s i false))) := by
  have e := energy_flip J B hsym h0 s i
  have hx : Real.exp (-energy J B (update s i false))
      = Real.exp (-energy J B (update s i true)) * Real.exp (-2 * localField J B s i) := by
    rw [← Real.exp_add]
    congr 1
    linarith
  unfold upProb
  rw [hx, div_eq_div_iff (by positivity) (by positivity)]
  ring
```

## Order is preserved

Configurations are compared site by site: $s\le t$ means that every spin up in $s$ is also up in $t$. If $s\le t$ and all $J_{ij}\ge0$, then $\sum_jJ_{ij}\sigma_j$ is no larger for $s$ than for $t$. So $h_i(s)\le h_i(t)$, $e^{-2h_i(t)}\le e^{-2h_i(s)}$, and $p_i(s)\le p_i(t)$. The steps `hspin`, `hsum` and `hexp` follow this chain. Symmetry and a zero diagonal are not needed here or in any later theorem.

```lean
omit [DecidableEq ι] in
/-- For non-negative couplings, raising spins gives a no lower probability of setting a site
up. -/
theorem upProb_mono (hJ : ∀ i j, 0 ≤ J i j) {s t : ι → Bool} (hst : s ≤ t) (i : ι) :
    upProb J B s i ≤ upProb J B t i := by
  have hspin : ∀ a b : Bool, a ≤ b → spin a ≤ spin b := by
    intro a b hab
    cases a <;> cases b <;> first | exact absurd hab (by decide) | norm_num [spin]
  have hsum : ∑ j, J i j * spin (s j) ≤ ∑ j, J i j * spin (t j) :=
    Finset.sum_le_sum fun j _ => mul_le_mul_of_nonneg_left (hspin _ _ (hst j)) (hJ i j)
  have hexp : Real.exp (-2 * localField J B t i) ≤ Real.exp (-2 * localField J B s i) := by
    apply Real.exp_le_exp.mpr
    unfold localField
    linarith
  unfold upProb
  exact one_div_le_one_div_of_le (by positivity) (by linarith)
```

Apply the update $(i,u)$ to both $s\le t$. Away from $i$ nothing changes. At $i$, if $u<p_i(s)$ then also $u<p_i(t)$, and both spins are up. Otherwise the lower configuration gets a down spin, which is below either value. In Lean, `Monotone` says exactly that $s\le t$ implies the same order for the images.

```lean
/-- For non-negative couplings, a heat-bath update with a shared random number preserves the
componentwise order of configurations. -/
theorem heatBath_monotone (hJ : ∀ i j, 0 ≤ J i j) (m : ι × ℝ) : Monotone (heatBath J B m) := by
  intro s t hst k
  unfold heatBath
  by_cases hk : k = m.1
  · rw [hk, update_self, update_self]
    by_cases hu : m.2 < upProb J B s m.1
    · have hu' := hu.trans_le (upProb_mono J B hJ hst m.1)
      rw [decide_eq_true hu, decide_eq_true hu']
    · rw [decide_eq_false hu]
      exact bot_le
  · rw [update_of_ne hk, update_of_ne hk]
    exact hst k
```

The sign condition is also necessary if order is to survive for every $u$ in $(0,1)$. Suppose $J_{ij}<0$. Let $s$ be all down and let $t$ differ from it by having spin $j$ up. Then $s\le t$, but $h_i(t)=h_i(s)+2J_{ij}<h_i(s)$, so $p_i(t)<p_i(s)$. Choose $u=p_i(t)$, which lies in $(0,1)$. The lower configuration gets spin $i$ up because $u<p_i(s)$, while the upper gets it down because $u<p_i(t)$ fails. The order is broken at site $i$.

```lean
/-- Heat-bath updates preserve the order for all random numbers in `(0, 1)` exactly when no
coupling is negative. -/
theorem heatBath_monotone_iff :
    (∀ i, ∀ u ∈ Set.Ioo (0 : ℝ) 1, Monotone (heatBath J B (i, u))) ↔ ∀ i j, 0 ≤ J i j := by
  refine ⟨fun H i j => ?_, fun hJ i u _ => heatBath_monotone J B hJ (i, u)⟩
  by_contra hneg
  have hlt : J i j < 0 := not_le.mp hneg
  -- two ordered configurations, the upper one with the smaller local field at `i`
  obtain ⟨s, t, hst, hf⟩ : ∃ s t : ι → Bool, s ≤ t ∧
      localField J B t i < localField J B s i := by
    refine ⟨update ⊥ j false, update ⊥ j true, fun k => ?_, ?_⟩
    · by_cases hk : k = j
      · rw [hk, update_self, update_self]
        exact bot_le
      · rw [update_of_ne hk, update_of_ne hk]
    · have := sum_flip (⊥ : ι → Bool) j (J i)
      unfold localField
      linarith
  have hexp : Real.exp (-2 * localField J B s i) < Real.exp (-2 * localField J B t i) :=
    Real.exp_lt_exp.mpr (by linarith)
  have hp : upProb J B t i < upProb J B s i := by
    unfold upProb
    exact one_div_lt_one_div_of_lt (by positivity) (by linarith)
  have hmem : upProb J B t i ∈ Set.Ioo (0 : ℝ) 1 := by
    unfold upProb
    have := Real.exp_pos (-2 * localField J B t i)
    exact ⟨by positivity, by rw [div_lt_one (by positivity)]; linarith⟩
  -- this random number sets spin `i` up in the lower configuration and down in the upper one
  have key := H i _ hmem hst i
  simp only [heatBath, update_self] at key
  rw [decide_eq_true hp, decide_eq_false (lt_irrefl _)] at key
  have key' : (true : Bool) ≤ false := key
  exact absurd key' (by decide)
```

A composition of order-preserving maps preserves order. The proof is an induction on the list: the first update keeps $s\le t$, and the induction hypothesis handles the remainder.

```lean
/-- For non-negative couplings, every finite list of updates preserves the order. -/
theorem run_monotone (hJ : ∀ i j, 0 ≤ J i j) (L : List (ι × ℝ)) : Monotone (run J B L) := by
  induction L with
  | nil => exact fun s t hst => hst
  | cons m L ih =>
    intro s t hst
    show run J B L (heatBath J B m s) ≤ run J B L (heatBath J B m t)
    exact ih (heatBath_monotone J B hJ m hst)
```

## Merging the extremes merges everything

Write $\top$ for all up, $\bot$ for all down, and $L(s)$ for the result of running the list $L$ from $s$. Since $\bot\le s\le\top$,
$$L(\bot)\le L(s)\le L(\top).$$
If $L(\top)=L(\bot)$, both inequalities become equalities. The hypothesis `hL` is this merging, and `le_antisymm` combines the two bounds. The common configuration need not be $\top$ or $\bot$; it is whatever the two runs reached.

```lean
/-- For non-negative couplings, if an update list merges the all-up and all-down starts, it
maps every start to that same
configuration. -/
theorem coalescence (hJ : ∀ i j, 0 ≤ J i j) (L : List (ι × ℝ))
    (hL : run J B L ⊤ = run J B L ⊥) (s : ι → Bool) : run J B L s = run J B L ⊤ :=
  le_antisymm (run_monotone J B hJ L le_top) (hL.trans_le (run_monotone J B hJ L bot_le))
```

Now place earlier updates $K$ in front of $L$. Running `K ++ L` from $s$ means running $L$ from $K(s)$, which is just another start, so
$$L(K(s))=L(\top).$$
Coupling from the past runs to a fixed final time from earlier and earlier starting times, always reusing the updates already drawn. The identity lets it stop: once $L$ has merged the extreme starts, going further back does not alter the output. This output is an exact Boltzmann sample if, in addition, the updates are drawn independently, each leaves the Boltzmann distribution invariant, and going far enough back merges the starts with probability one. That probabilistic argument is not formalised here.

```lean
/-- For non-negative couplings, once the list `L` merges the two extreme starts, putting any
earlier updates `K` before it
leaves the final configuration unchanged. -/
theorem past_independence (hJ : ∀ i j, 0 ≤ J i j) (K L : List (ι × ℝ))
    (hL : run J B L ⊤ = run J B L ⊥) (s : ι → Bool) : run J B (K ++ L) s = run J B L ⊤ := by
  have e : run J B (K ++ L) s = run J B L (run J B K s) := by
    simp only [run, List.foldl_append]
  rw [e]
  exact coalescence J B hJ L hL _
```

## Lists that merge exist

Suppose $L$ visits every site and each of its updates $(i,u)$ satisfies
$$u<p_i(\bot)=\frac{1}{1+\exp\!\big(-2(B_i-\sum_jJ_{ij})\big)} .$$
For $J\ge0$ we have $p_i(\bot)\le p_i(s)$ for every $s$, so each visit sets its site up whatever the current configuration. A site that is up stays up, since any later visit sets it up again. After all sites have been visited, the configuration is $\top$.

The bound is positive, so suitable $u$ in $(0,1)$ exist at every site, and one sweep through the sites is enough. The inductive claim `key` is slightly stronger than the theorem: a site ends up if it starts up or is visited. Its proof asks whether the first update acts on the site in question; if not, the site is either still up or visited later.

```lean
/-- For non-negative couplings, a list that visits every site, with random numbers below the
up-probabilities of the
all-down configuration, takes every start to all up. -/
theorem run_eq_top (hJ : ∀ i j, 0 ≤ J i j) (L : List (ι × ℝ))
    (hu : ∀ m ∈ L, m.2 < upProb J B ⊥ m.1) (hall : ∀ i, ∃ m ∈ L, m.1 = i) (s : ι → Bool) :
    run J B L s = ⊤ := by
  -- a site is up at the end if it starts up or is visited
  have key : ∀ s i, (s i = true ∨ ∃ m ∈ L, m.1 = i) → run J B L s i = true := by
    clear hall
    induction L with
    | nil =>
      intro s i hi
      rcases hi with hi | ⟨m, hm, _⟩
      · exact hi
      · simp at hm
    | cons m L ih =>
      intro s i hi
      show run J B L (heatBath J B m s) i = true
      refine ih (fun m' hm' => hu m' (List.mem_cons_of_mem _ hm')) _ i ?_
      by_cases hk : i = m.1
      · left
        have h1 := (hu m (by simp)).trans_le (upProb_mono J B hJ (bot_le : ⊥ ≤ s) m.1)
        unfold heatBath
        rw [hk, update_self, decide_eq_true h1]
      · rcases hi with hi | ⟨m', hm', he⟩
        · left
          unfold heatBath
          rw [update_of_ne hk]
          exact hi
        · rcases List.mem_cons.mp hm' with h1 | h1
          · exact absurd (by rw [← he, h1]) hk
          · exact Or.inr ⟨m', h1, he⟩
  funext i
  exact key s i (Or.inr (hall i))

end

end CouplingFromThePast
```

In particular, such a list satisfies $L(\top)=L(\bot)$, the merging condition used above.

```lean
#print axioms CouplingFromThePast.upProb_eq_boltzmann
-- 'CouplingFromThePast.upProb_eq_boltzmann' depends on axioms: [propext, Classical.choice, Quot.sound]
#print axioms CouplingFromThePast.heatBath_monotone_iff
-- 'CouplingFromThePast.heatBath_monotone_iff' depends on axioms: [propext, Classical.choice, Quot.sound]
#print axioms CouplingFromThePast.past_independence
-- 'CouplingFromThePast.past_independence' depends on axioms: [propext, Classical.choice, Quot.sound]
#print axioms CouplingFromThePast.run_eq_top
-- 'CouplingFromThePast.run_eq_top' depends on axioms: [propext, Classical.choice, Quot.sound]
```
